# A three-level Hamiltonian for which greedy gradient selection stalls, though two rotations from its pool reach the ground state

The theorem `greedy_misses_ground_state` concerns a system with real state vectors in three dimensions, whose Hamiltonian exchanges the basis states e₀ and e₂ and annihilates e₁. An ansatz is grown from e₀ with rotations in the planes 01 and 12, each step adding a generator whose energy gradient is nonzero and largest in magnitude. The theorem says that both gradients vanish at e₀ and every greedy run stays at energy 0, yet a rotation by π/4 in plane 01 followed by one by −π/2 in plane 12 gives a normalised eigenvector of energy −1, the lowest energy of any normalised real state. The proof computes the gradients, uses `run_stalls` to show that the ansatz stays empty, writes the rotated state out as (√2/2, 0, −√2/2), and gets the lower bound from the nonnegativity of squares.

The failing Lean file:

```lean
import Mathlib

open Matrix

namespace GreedyMissesGroundState

noncomputable section

/-- The two labels of the operator pool: rotations in the planes 01 and 12. -/
inductive Pool
  | p01
  | p12

/-- The antisymmetric generator belonging to each pool label. -/
def gen : Pool → Matrix (Fin 3) (Fin 3) ℝ
  | .p01 => !![0, -1, 0; 1, 0, 0; 0, 0, 0]
  | .p12 => !![0, 0, 0; 0, 0, -1; 0, 1, 0]

/-- The rotation by the angle `θ` in the plane of each pool label. -/
def rot : Pool → ℝ → Matrix (Fin 3) (Fin 3) ℝ
  | .p01, θ => !![Real.cos θ, -Real.sin θ, 0; Real.sin θ, Real.cos θ, 0; 0, 0, 1]
  | .p12, θ => !![1, 0, 0; 0, Real.cos θ, -Real.sin θ; 0, Real.sin θ, Real.cos θ]

/-- The Hamiltonian that exchanges `e_0` and `e_2` and annihilates `e_1`. -/
def hopping : Matrix (Fin 3) (Fin 3) ℝ := !![0, 0, 1; 0, 0, 0; 1, 0, 0]

/-- The reference state `e_0`. -/
def e0 : Fin 3 → ℝ := ![1, 0, 0]

/-- The quadratic form `ψ · H ψ`, which is the energy of a normalised state `ψ`. -/
def energy (H : Matrix (Fin 3) (Fin 3) ℝ) (ψ : Fin 3 → ℝ) : ℝ := ψ ⬝ᵥ (H *ᵥ ψ)

/-- The selection gradient of a pool generator `A`: the quadratic form `ψ · (H A - A H) ψ`, which is
the expectation value of `H A - A H` when `ψ` is normalised. -/
def gradient (H : Matrix (Fin 3) (Fin 3) ℝ) (k : Pool) (ψ : Fin 3 → ℝ) : ℝ :=
  ψ ⬝ᵥ ((H * gen k - gen k * H) *ᵥ ψ)

/-- The state prepared from `ψ₀` by a list of rotations; the head of the list acts last. -/
def prepare (ψ₀ : Fin 3 → ℝ) : List (Pool × ℝ) → (Fin 3 → ℝ)
  | [] => ψ₀
  | (k, θ) :: L => rot k θ *ᵥ prepare ψ₀ L

/-- The ansätze that greedy selection can reach from `ψ₀`. Each step appends a generator whose
gradient is nonzero and largest in magnitude, and then resets all angles to any values. -/
inductive Run (H : Matrix (Fin 3) (Fin 3) ℝ) (ψ₀ : Fin 3 → ℝ) : List (Pool × ℝ) → Prop
  | start : Run H ψ₀ []
  | grow {L L' : List (Pool × ℝ)} (k : Pool) (run : Run H ψ₀ L)
      (nonzero : gradient H k (prepare ψ₀ L) ≠ 0)
      (largest : ∀ j, |gradient H j (prepare ψ₀ L)| ≤ |gradient H k (prepare ψ₀ L)|)
      (labels : L'.map Prod.fst = k :: L.map Prod.fst) : Run H ψ₀ L'

/-- If every pool gradient vanishes at the reference state, greedy selection never leaves the
empty ansatz. -/
theorem run_stalls {H : Matrix (Fin 3) (Fin 3) ℝ} {ψ₀ : Fin 3 → ℝ}
    (h : ∀ k, gradient H k ψ₀ = 0) {L : List (Pool × ℝ)} (hL : Run H ψ₀ L) : L = [] := by
  induction hL with
  | start => rfl
  | grow k _ nonzero _ _ ih =>
    subst ih
    exact absurd (h k) nonzero

/-- The state obtained from `e_0` by a rotation in plane 01 followed by one in plane 12. -/
theorem two_rotations (θ φ : ℝ) :
    rot .p12 φ *ᵥ (rot .p01 θ *ᵥ e0) =
      ![Real.cos θ, Real.sin θ * Real.cos φ, Real.sin θ * Real.sin φ] := by
  ext i
  fin_cases i <;> simp [rot, e0, Matrix.mulVec, dotProduct, Fin.sum_univ_three] <;> ring

/-- Both gradients vanish at `e_0` and every greedy run from there stays at energy 0, yet
`R_12(-π/2) R_01(π/4) e_0` is a normalised eigenvector of energy -1, the lowest energy of any
normalised state. -/
theorem greedy_misses_ground_state :
    (∀ k, gradient hopping k e0 = 0) ∧
    (∀ L, Run hopping e0 L → energy hopping (prepare e0 L) = 0) ∧
    (let g := prepare e0 [(.p12, -(Real.pi / 2)), (.p01, Real.pi / 4)]
      g ⬝ᵥ g = 1 ∧ hopping *ᵥ g = -g ∧ energy hopping g = -1) ∧
    ∀ ψ : Fin 3 → ℝ, ψ ⬝ᵥ ψ = 1 → -1 ≤ energy hopping ψ := by
  have hgrad : ∀ k, gradient hopping k e0 = 0 := by
    intro k
    cases k <;> simp [gradient, hopping, gen, e0, Matrix.mulVec, dotProduct,
      Fin.sum_univ_three, Matrix.mul_apply]
  have hg : prepare e0 [(.p12, -(Real.pi / 2)), (.p01, Real.pi / 4)] =
      ![√2 / 2, 0, -(√2 / 2)] := by
    simp only [prepare]
    rw [two_rotations]
    simp
  have hs : √2 * √2 = (2 : ℝ) := Real.mul_self_sqrt (by norm_num)
  refine ⟨hgrad, ?_, ?_, ?_⟩
  · intro L hL
    rw [run_stalls hgrad hL]
    simp [prepare, energy, hopping, e0, Matrix.mulVec, dotProduct, Fin.sum_univ_three]
  · intro g
    have hg' : g = ![√2 / 2, 0, -(√2 / 2)] := hg
    rw [hg']
    refine ⟨?_, ?_, ?_⟩
    · simp only [dotProduct, Fin.sum_univ_three, Matrix.cons_val]
      linear_combination hs / 2
    · ext i
      fin_cases i <;> simp [hopping, Matrix.mulVec, dotProduct, Fin.sum_univ_three]
    · simp only [energy, hopping, Matrix.mulVec, dotProduct, Fin.sum_univ_three,
        Matrix.of_apply, Matrix.cons_val]
      linear_combination -hs / 2
  · intro ψ hψ
    -- the bound is the positivity of `(ψ 0 + ψ 2)² + (ψ 1)²`
    have hE : energy hopping ψ = 2 * (ψ 0 * ψ 2) := by
      simp [energy, hopping, Matrix.mulVec, dotProduct, Fin.sum_univ_three]
      ring
    simp only [dotProduct, Fin.sum_univ_three] at hψ
    rw [hE]
    nlinarith [sq_nonneg (ψ 0 + ψ 2), sq_nonneg (ψ 1)]

end

end GreedyMissesGroundState
```

The error:

```
Main.lean:76:60: error: expected ';' or line break
```

The message is a parsing error in the theorem's statement, and it points at the parenthesis that closes the `let` expression. A `let` needs a semicolon or a line break between its value and its body. There is a line break here, but the value ends in a function application, `prepare e0 [...]`, and an application can continue on the next line if its next argument stands to the right of the column where `let` begins. The opening parenthesis pushes `let` to within one column of the `g` that starts the next line, and `g` is still to its right. Lean therefore reads `g` as one more argument to `prepare`, and takes the rest of that line into the value as well. When it reaches the closing parenthesis it is still looking for the separator, and no body is left.

The semicolon added after the list ends the value there, so the next line is read as the body. Starting the body in the same column as `let` would also have worked.

The other change, which removes `Matrix.mul_apply` from a `simp` call, has no bearing on the parsing error. The repaired file compiles without that lemma in the call.

Lean accepts the file once it reads:

```diff
@@ -73,5 +73,5 @@
     (∀ k, gradient hopping k e0 = 0) ∧
     (∀ L, Run hopping e0 L → energy hopping (prepare e0 L) = 0) ∧
-    (let g := prepare e0 [(.p12, -(Real.pi / 2)), (.p01, Real.pi / 4)]
+    (let g := prepare e0 [(.p12, -(Real.pi / 2)), (.p01, Real.pi / 4)];
       g ⬝ᵥ g = 1 ∧ hopping *ᵥ g = -g ∧ energy hopping g = -1) ∧
     ∀ ψ : Fin 3 → ℝ, ψ ⬝ᵥ ψ = 1 → -1 ≤ energy hopping ψ := by
@@ -79,5 +79,5 @@
     intro k
     cases k <;> simp [gradient, hopping, gen, e0, Matrix.mulVec, dotProduct,
-      Fin.sum_univ_three, Matrix.mul_apply]
+      Fin.sum_univ_three]
   have hg : prepare e0 [(.p12, -(Real.pi / 2)), (.p01, Real.pi / 4)] =
       ![√2 / 2, 0, -(√2 / 2)] := by
```
